# For Z ≠ 0, no quadratic polynomial in the interparticle distances solves the second-order equation of the helium power series

Place two electrons at distance 5 from a nucleus of charge \(Z\), and let their separation \(u\) be 6, 8 or 10. Let \(r_1,r_2\) be the electron–nucleus distances, \(\Delta_1,\Delta_2\) the Laplacians in the electron positions \(x_1,x_2\), and \(E\) the energy, all in atomic units. We ask for a homogeneous quadratic polynomial \(q(r_1,r_2,u)\) satisfying

\[
\tfrac12(\Delta_1+\Delta_2)q=V\ell-E,\qquad
V=\frac1u-\frac Z{r_1}-\frac Z{r_2},\qquad
\ell=\frac u2-Z(r_1+r_2).
\]

At these three points, by the formula derived below, the equation reads

\[
K+\tfrac{52}{15}S=C-\tfrac{43}{15}Z,\qquad
K+\tfrac{73}{20}S=C-\tfrac{57}{20}Z,\qquad
K+4S=C-3Z,
\]

where \(K\) and \(S\) are combinations of the coefficients of \(q\), and \(C=\tfrac12+4Z^2-E\). Subtracting neighbouring equations gives \(S=Z/11\) and \(S=-3Z/7\). For \(Z=2\) these are \(2/11\) and \(-6/7\). They agree only if \(Z=0\), and \(E\) has cancelled.

## Consequence for polynomial trial functions

The equation arises from inserting a trial series \(\psi=1+\ell+q+\cdots\), ordered by degree in the distances, into the Schrödinger equation \(\tfrac12(\Delta_1+\Delta_2)\psi=(V-E)\psi\). The terms of degree \(-1\) give the first-order equation \(\tfrac12(\Delta_1+\Delta_2)\ell=V\), and those of degree 0 give the second-order equation, which is the one above. The result bears on codes that use polynomial correlation factors in \(r_1,r_2,u\) for a two-electron atom with a fixed point nucleus: cusp-correct linear terms cancel the leading Coulomb singularities, but no choice of quadratic coefficients makes the next-order residual vanish for all shapes of the electron–nucleus triangle. A local energy that still varies with shape near the triple coalescence is therefore not by itself a sign of a coding error. Variational use of such functions remains legitimate.

## From the Laplacian to the contradiction

For a distance \(r=|x|\), \(\partial_i r=x_i/r\) and \(\partial_i^2r=1/r-x_i^2/r^3\). Summing over three coordinates gives \(\Delta r=2/r\), and likewise \(\Delta r^2=6\). For a linear polynomial this yields

\[
\tfrac12(\Delta_1+\Delta_2)(\alpha r_1+\beta r_2+\gamma u)
=\frac\alpha{r_1}+\frac\beta{r_2}+\frac{2\gamma}u .
\]

The first-order equation sets this equal to \(V\), so \(\alpha=\beta=-Z\) and \(\gamma=\tfrac12\), which is \(\ell\).

Now let \(q=ar_1^2+br_2^2+cu^2+dr_1r_2+er_1u+fr_2u\). The squares contribute \(3a+3b+6c\), and \(dr_1r_2\) contributes \(d(r_2/r_1+r_1/r_2)\). For \(r_1u\) the product rule also needs, by the law of cosines,

\[
\nabla_1r_1\cdot\nabla_1u=\frac{x_1\cdot(x_1-x_2)}{r_1u}
=\frac{r_1^2+u^2-r_2^2}{2r_1u},
\]

so that

\[
\tfrac12(\Delta_1+\Delta_2)(r_1u)=\frac u{r_1}+\frac{2r_1}u+\frac{r_1^2+u^2-r_2^2}{2r_1u}.
\]

The term \(r_2u\) follows by exchanging the electrons. At \(r_1=r_2=r\), with \(K=3a+3b+6c+2d\) and \(S=e+f\), the equation becomes

\[
K+S\left(\frac{3u}{2r}+\frac{2r}u\right)
=\tfrac12+4Z^2-E-Z\left(\frac ur+\frac{2r}u\right).
\]

Matching \(u/r\) requires \(S=-2Z/3\); matching \(r/u\) requires \(S=-Z\). Setting \(r=5\) and \(u=6,8,10\) gives the opening equations.

In the limiting case \(Z=0\), the right-hand side is \(\tfrac12-E\) everywhere, and \(q=\tfrac16(\tfrac12-E)u^2\) solves the equation.

## The Lean file

```lean
import Mathlib

open Filter Topology

namespace HeliumPowerSeries

noncomputable section

/-- Cartesian coordinates of an electron, with the nucleus at the origin. -/
abbrev Pos := Fin 3 → ℝ

/-- The Euclidean length of a vector. -/
def len (x : Pos) : ℝ := √(∑ i, x i ^ 2)

/-- The Laplacian: the sum of the second derivatives along the three coordinates. -/
def lap (F : Pos → ℝ) (x : Pos) : ℝ :=
  ∑ i, deriv (deriv fun t => F (Function.update x i t)) (x i)

/-- Half the sum of the Laplacians of the two electrons. -/
def halfLap (F : Pos → Pos → ℝ) (x₁ x₂ : Pos) : ℝ :=
  (lap (fun y => F y x₂) x₁ + lap (fun y => F x₁ y) x₂) / 2

/-- A function of the distances `r₁`, `r₂`, `u`, read as a function of the two positions. -/
def ofDistances (p : ℝ → ℝ → ℝ → ℝ) (x₁ x₂ : Pos) : ℝ :=
  p (len x₁) (len x₂) (len (x₁ - x₂))

/-- Configurations off the coalescences: all three distances are positive. -/
def Separated (x₁ x₂ : Pos) : Prop :=
  0 < len x₁ ∧ 0 < len x₂ ∧ 0 < len (x₁ - x₂)

/-- The Coulomb potential of two electrons and a nucleus of charge `Z`. -/
def potential (Z r₁ r₂ u : ℝ) : ℝ := 1 / u - Z / r₁ - Z / r₂

/-- The general homogeneous linear polynomial in the distances. -/
def lin (α β γ r₁ r₂ u : ℝ) : ℝ := α * r₁ + β * r₂ + γ * u

/-- The general homogeneous quadratic polynomial in the distances. -/
def quad (a b c d e f r₁ r₂ u : ℝ) : ℝ :=
  a * r₁ ^ 2 + b * r₂ ^ 2 + c * u ^ 2 + d * (r₁ * r₂) + e * (r₁ * u) + f * (r₂ * u)

/-- A quadratic expression in the distances of one electron from two centres `v` and `w`. -/
def twoCentre (a c e k m n : ℝ) (v w z : Pos) : ℝ :=
  a * len (z - v) ^ 2 + c * len (z - w) ^ 2 + e * (len (z - v) * len (z - w))
    + k * len (z - v) + m * len (z - w) + n

/-- A vector whose squared components sum to `s ^ 2`, with `s ≥ 0`, has length `s`. -/
theorem len_eq {x : Pos} {s : ℝ} (hs : 0 ≤ s)
    (h : x 0 ^ 2 + x 1 ^ 2 + x 2 ^ 2 = s ^ 2) : len x = s := by
  rw [len, Fin.sum_univ_three, h, Real.sqrt_sq hs]

/-- The distance between two points does not depend on their order. -/
theorem len_sub_comm (x y : Pos) : len (x - y) = len (y - x) := by
  unfold len
  congr 1
  refine Finset.sum_congr rfl fun i _ => ?_
  simp only [Pi.sub_apply]
  ring

/-- Near a point away from the centre `w`, the distance from `w` is nonzero and its derivative
along a coordinate is the component of the unit vector pointing away from `w`. -/
theorem hasDerivAt_len (x w : Pos) (i : Fin 3) (h : len (x - w) ≠ 0) :
    ∀ᶠ t in 𝓝 (x i), len (Function.update x i t - w) ≠ 0 ∧
      HasDerivAt (fun t => len (Function.update x i t - w))
        ((t - w i) / len (Function.update x i t - w)) t := by
  -- along the line only one squared component varies
  obtain ⟨C, key⟩ : ∃ C : ℝ, ∀ t,
      len (Function.update x i t - w) = √((t - w i) ^ 2 + C) := by
    refine ⟨∑ j, (x j - w j) ^ 2 - (x i - w i) ^ 2, fun t => ?_⟩
    unfold len
    congr 1
    fin_cases i <;> simp [Fin.sum_univ_three, Function.update_apply] <;> ring
  have h0 := key (x i)
  rw [Function.update_eq_self] at h0
  rw [h0] at h
  have hpos : 0 < (x i - w i) ^ 2 + C := Real.sqrt_ne_zero'.1 h
  have hc : ContinuousAt (fun t : ℝ => (t - w i) ^ 2 + C) (x i) := by fun_prop
  filter_upwards [hc.eventually (eventually_gt_nhds hpos)] with t ht
  simp only [key]
  refine ⟨(Real.sqrt_pos.2 ht).ne', ?_⟩
  have hsq : HasDerivAt (fun s : ℝ => (s - w i) ^ 2 + C) (2 * (t - w i)) t :=
    ((((hasDerivAt_id' t).sub_const (w i)).fun_pow 2).add_const C).congr_deriv (by simp)
  exact (hsq.sqrt ht.ne').congr_deriv (mul_div_mul_left _ _ two_ne_zero)

/-- The second derivative, along a line, of a quadratic expression in two distances. -/
theorem second_deriv (a c e k m n : ℝ) {r u : ℝ → ℝ} {α β t₀ : ℝ}
    (hr : ∀ᶠ t in 𝓝 t₀, r t ≠ 0 ∧ HasDerivAt r ((t - α) / r t) t)
    (hu : ∀ᶠ t in 𝓝 t₀, u t ≠ 0 ∧ HasDerivAt u ((t - β) / u t) t) :
    deriv (deriv fun t => a * r t ^ 2 + c * u t ^ 2 + e * (r t * u t)
      + k * r t + m * u t + n) t₀ =
    2 * a + 2 * c + e * (u t₀ * (1 / r t₀ - (t₀ - α) ^ 2 / r t₀ ^ 3)
      + 2 * (t₀ - α) * (t₀ - β) / (r t₀ * u t₀)
      + r t₀ * (1 / u t₀ - (t₀ - β) ^ 2 / u t₀ ^ 3))
      + k * (1 / r t₀ - (t₀ - α) ^ 2 / r t₀ ^ 3)
      + m * (1 / u t₀ - (t₀ - β) ^ 2 / u t₀ ^ 3) := by
  have sq : ∀ (g : ℝ → ℝ) (δ t : ℝ), g t ≠ 0 → HasDerivAt g ((t - δ) / g t) t →
      HasDerivAt (fun t => g t ^ 2) (2 * (t - δ)) t := by
    intro g δ t h0 h1
    have h := h1.fun_mul h1
    simp only [← pow_two] at h
    have h2 : (t - δ) / g t * g t = t - δ := div_mul_cancel₀ _ h0
    exact h.congr_deriv (by linear_combination 2 * h2)
  -- the first derivative in a whole neighbourhood
  have h1 : deriv (fun t => a * r t ^ 2 + c * u t ^ 2 + e * (r t * u t)
      + k * r t + m * u t + n) =ᶠ[𝓝 t₀] fun t => a * (2 * (t - α)) + c * (2 * (t - β))
      + e * ((t - α) / r t * u t + r t * ((t - β) / u t))
      + k * ((t - α) / r t) + m * ((t - β) / u t) := by
    filter_upwards [hr, hu] with t hrt hut
    exact ((((((sq r α t hrt.1 hrt.2).const_mul a).fun_add
      ((sq u β t hut.1 hut.2).const_mul c)).fun_add
      ((hrt.2.fun_mul hut.2).const_mul e)).fun_add
      (hrt.2.const_mul k)).fun_add (hut.2.const_mul m)).add_const n |>.deriv
  rw [h1.deriv_eq]
  obtain ⟨hr0, hr1⟩ := hr.self_of_nhds
  obtain ⟨hu0, hu1⟩ := hu.self_of_nhds
  have hα := (hasDerivAt_id' t₀).sub_const α
  have hβ := (hasDerivAt_id' t₀).sub_const β
  have hp := hα.fun_div hr1 hr0
  have hq := hβ.fun_div hu1 hu0
  have h2 := (((((hα.const_mul 2).const_mul a).fun_add ((hβ.const_mul 2).const_mul c)).fun_add
    (((hp.fun_mul hu1).fun_add (hr1.fun_mul hq)).const_mul e)).fun_add
    (hp.const_mul k)).fun_add (hq.const_mul m)
  rw [h2.deriv]
  field_simp
  ring

/-- The Laplacian of a quadratic expression in the distances from two centres. -/
theorem lap_twoCentre (a c e k m n : ℝ) {v w x : Pos}
    (hv : len (x - v) ≠ 0) (hw : len (x - w) ≠ 0) :
    lap (twoCentre a c e k m n v w) x = 6 * a + 6 * c
      + e * (2 * len (x - w) / len (x - v) + 2 * len (x - v) / len (x - w)
        + (len (x - v) ^ 2 + len (x - w) ^ 2 - len (v - w) ^ 2)
          / (len (x - v) * len (x - w)))
      + 2 * k / len (x - v) + 2 * m / len (x - w) := by
  have H := fun i => second_deriv a c e k m n (hasDerivAt_len x v i hv) (hasDerivAt_len x w i hw)
  simp only [Function.update_eq_self] at H
  simp only [lap, twoCentre, H, Fin.sum_univ_three]
  have L : ∀ z : Pos, len z ^ 2 = z 0 ^ 2 + z 1 ^ 2 + z 2 ^ 2 := by
    intro z
    rw [len, Real.sq_sqrt (by positivity), Fin.sum_univ_three]
  have Lv := L (x - v)
  have Lw := L (x - w)
  have Ls := L (v - w)
  simp only [Pi.sub_apply] at Lv Lw Ls
  have A : (x 0 - v 0) ^ 2 / len (x - v) ^ 3 + (x 1 - v 1) ^ 2 / len (x - v) ^ 3
      + (x 2 - v 2) ^ 2 / len (x - v) ^ 3 = 1 / len (x - v) := by
    rw [← add_div, ← add_div, ← Lv]
    field_simp
  have B : (x 0 - w 0) ^ 2 / len (x - w) ^ 3 + (x 1 - w 1) ^ 2 / len (x - w) ^ 3
      + (x 2 - w 2) ^ 2 / len (x - w) ^ 3 = 1 / len (x - w) := by
    rw [← add_div, ← add_div, ← Lw]
    field_simp
  -- the law of cosines for the mixed term
  have D : 2 * ((x 0 - v 0) * (x 0 - w 0) + (x 1 - v 1) * (x 1 - w 1)
      + (x 2 - v 2) * (x 2 - w 2))
      = len (x - v) ^ 2 + len (x - w) ^ 2 - len (v - w) ^ 2 := by
    linear_combination -Lv - Lw + Ls
  linear_combination (-(e * len (x - w)) - k) * A + (-(e * len (x - v)) - m) * B
    + e / (len (x - v) * len (x - w)) * D

/-- Half the two-electron Laplacian of a linear polynomial in the distances. -/
theorem halfLap_lin (α β γ : ℝ) {x₁ x₂ : Pos} (h : Separated x₁ x₂) :
    halfLap (ofDistances (lin α β γ)) x₁ x₂ =
      α / len x₁ + β / len x₂ + 2 * γ / len (x₁ - x₂) := by
  obtain ⟨h1, h2, h3⟩ := h
  have eA : (fun y => ofDistances (lin α β γ) y x₂)
      = twoCentre 0 0 0 α γ (β * len x₂) 0 x₂ := by
    funext z
    simp only [ofDistances, lin, twoCentre, sub_zero]
    ring
  have eB : (fun y => ofDistances (lin α β γ) x₁ y)
      = twoCentre 0 0 0 β γ (α * len x₁) 0 x₁ := by
    funext z
    simp only [ofDistances, lin, twoCentre, sub_zero]
    rw [len_sub_comm x₁ z]
    ring
  unfold halfLap
  rw [eA, eB, lap_twoCentre _ _ _ _ _ _ (by rw [sub_zero]; exact h1.ne') h3.ne',
    lap_twoCentre _ _ _ _ _ _ (by rw [sub_zero]; exact h2.ne')
      (by rw [len_sub_comm]; exact h3.ne'), len_sub_comm x₂ x₁]
  simp only [sub_zero]
  ring

/-- Half the two-electron Laplacian of a homogeneous quadratic polynomial in the distances. -/
theorem halfLap_quad (a b c d e f : ℝ) {x₁ x₂ : Pos} (h : Separated x₁ x₂) :
    halfLap (ofDistances (quad a b c d e f)) x₁ x₂ =
      ofDistances (fun r₁ r₂ u => 3 * a + 3 * b + 6 * c + d * (r₂ / r₁ + r₁ / r₂)
        + e * (u / r₁ + 2 * r₁ / u + (r₁ ^ 2 + u ^ 2 - r₂ ^ 2) / (2 * (r₁ * u)))
        + f * (u / r₂ + 2 * r₂ / u + (r₂ ^ 2 + u ^ 2 - r₁ ^ 2) / (2 * (r₂ * u)))) x₁ x₂ := by
  obtain ⟨h1, h2, h3⟩ := h
  have eA : (fun y => ofDistances (quad a b c d e f) y x₂)
      = twoCentre a c e (d * len x₂) (f * len x₂) (b * len x₂ ^ 2) 0 x₂ := by
    funext z
    simp only [ofDistances, quad, twoCentre, sub_zero]
    ring
  have eB : (fun y => ofDistances (quad a b c d e f) x₁ y)
      = twoCentre b c f (d * len x₁) (e * len x₁) (a * len x₁ ^ 2) 0 x₁ := by
    funext z
    simp only [ofDistances, quad, twoCentre, sub_zero]
    rw [len_sub_comm x₁ z]
    ring
  unfold halfLap
  rw [eA, eB, lap_twoCentre _ _ _ _ _ _ (by rw [sub_zero]; exact h1.ne') h3.ne',
    lap_twoCentre _ _ _ _ _ _ (by rw [sub_zero]; exact h2.ne')
      (by rw [len_sub_comm]; exact h3.ne'), len_sub_comm x₂ x₁,
    len_sub_comm 0 x₁, len_sub_comm 0 x₂]
  simp only [sub_zero, ofDistances]
  ring

/-- A homogeneous linear polynomial in the distances solves the first-order equation `½(Δ₁+Δ₂)ℓ = V`
off the coalescences exactly when it is `u/2 - Z(r₁+r₂)`. -/
theorem first_order_iff (Z α β γ : ℝ) :
    (∀ x₁ x₂, Separated x₁ x₂ →
      halfLap (ofDistances (lin α β γ)) x₁ x₂ = ofDistances (potential Z) x₁ x₂) ↔
    α = -Z ∧ β = -Z ∧ γ = 1 / 2 := by
  constructor
  · intro H
    -- electrons on a common line through the nucleus
    have key : ∀ p s r t u : ℝ, 0 < r → 0 < t → 0 < u → p ^ 2 = r ^ 2 → s ^ 2 = t ^ 2 →
        (p - s) ^ 2 = u ^ 2 → α / r + β / t + 2 * γ / u = 1 / u - Z / r - Z / t := by
      intro p s r t u hr ht hu h1 h2 h3
      have l1 : len ![p, 0, 0] = r := len_eq hr.le (by
        show p ^ 2 + (0 : ℝ) ^ 2 + (0 : ℝ) ^ 2 = r ^ 2
        linarith)
      have l2 : len ![s, 0, 0] = t := len_eq ht.le (by
        show s ^ 2 + (0 : ℝ) ^ 2 + (0 : ℝ) ^ 2 = t ^ 2
        linarith)
      have l3 : len (![p, 0, 0] - ![s, 0, 0]) = u := len_eq hu.le (by
        show (p - s) ^ 2 + ((0 : ℝ) - 0) ^ 2 + ((0 : ℝ) - 0) ^ 2 = u ^ 2
        linarith)
      have hs : Separated ![p, 0, 0] ![s, 0, 0] :=
        ⟨by rw [l1]; exact hr, by rw [l2]; exact ht, by rw [l3]; exact hu⟩
      have h := H _ _ hs
      rw [halfLap_lin _ _ _ hs] at h
      simpa only [ofDistances, potential, l1, l2, l3] using h
    have k1 := key 1 (-1) 1 1 2 (by norm_num) (by norm_num) (by norm_num)
      (by norm_num) (by norm_num) (by norm_num)
    have k2 := key 1 2 1 2 1 (by norm_num) (by norm_num) (by norm_num)
      (by norm_num) (by norm_num) (by norm_num)
    have k3 := key 2 1 2 1 1 (by norm_num) (by norm_num) (by norm_num)
      (by norm_num) (by norm_num) (by norm_num)
    refine ⟨by linarith, by linarith, by linarith⟩
  · rintro ⟨rfl, rfl, rfl⟩ x₁ x₂ h
    rw [halfLap_lin _ _ _ h]
    simp only [ofDistances, potential]
    ring

/-- For every `E`, the second-order equation `½(Δ₁+Δ₂)q = V (u/2 - Z(r₁+r₂)) - E` has a
homogeneous quadratic solution `q` off the coalescences exactly when `Z = 0`. -/
theorem second_order_solvable_iff (Z E : ℝ) :
    (∃ a b c d e f : ℝ, ∀ x₁ x₂, Separated x₁ x₂ →
      halfLap (ofDistances (quad a b c d e f)) x₁ x₂ =
        ofDistances (potential Z) x₁ x₂ * ofDistances (lin (-Z) (-Z) (1 / 2)) x₁ x₂ - E) ↔
    Z = 0 := by
  constructor
  · rintro ⟨a, b, c, d, e, f, H⟩
    -- isosceles configurations with r₁ = r₂ = 5 and u = 2h
    have key : ∀ p h : ℝ, 0 < h → p ^ 2 + h ^ 2 = 25 →
        3 * a + 3 * b + 6 * c + d * (5 / 5 + 5 / 5)
        + e * (2 * h / 5 + 2 * 5 / (2 * h)
          + (5 ^ 2 + (2 * h) ^ 2 - 5 ^ 2) / (2 * (5 * (2 * h))))
        + f * (2 * h / 5 + 2 * 5 / (2 * h)
          + (5 ^ 2 + (2 * h) ^ 2 - 5 ^ 2) / (2 * (5 * (2 * h))))
        = (1 / (2 * h) - Z / 5 - Z / 5) * (-Z * 5 + -Z * 5 + 1 / 2 * (2 * h)) - E := by
      intro p h hh hp
      have l1 : len ![p, h, 0] = 5 := len_eq (by norm_num) (by
        show p ^ 2 + h ^ 2 + (0 : ℝ) ^ 2 = 5 ^ 2
        linarith)
      have l2 : len ![p, -h, 0] = 5 := len_eq (by norm_num) (by
        show p ^ 2 + (-h) ^ 2 + (0 : ℝ) ^ 2 = 5 ^ 2
        linarith [neg_sq h])
      have l3 : len (![p, h, 0] - ![p, -h, 0]) = 2 * h := len_eq (by positivity) (by
        show (p - p) ^ 2 + (h - -h) ^ 2 + ((0 : ℝ) - 0) ^ 2 = (2 * h) ^ 2
        ring)
      have hs : Separated ![p, h, 0] ![p, -h, 0] :=
        ⟨by rw [l1]; norm_num, by rw [l2]; norm_num, by rw [l3]; positivity⟩
      have h' := H _ _ hs
      rw [halfLap_quad _ _ _ _ _ _ hs] at h'
      simpa only [ofDistances, potential, lin, l1, l2, l3] using h'
    have k1 := key 4 3 (by norm_num) (by norm_num)
    have k2 := key 3 4 (by norm_num) (by norm_num)
    have k3 := key 0 5 (by norm_num) (by norm_num)
    norm_num at k1 k2 k3
    linarith
  · rintro rfl
    refine ⟨0, 0, (1 / 2 - E) / 6, 0, 0, 0, fun x₁ x₂ h => ?_⟩
    rw [halfLap_quad _ _ _ _ _ _ h]
    have hu : 1 / len (x₁ - x₂) * len (x₁ - x₂) = 1 := div_mul_cancel₀ _ h.2.2.ne'
    simp only [ofDistances, potential, lin]
    linear_combination (-1 / 2) * hu

/-- For `Z ≠ 0` and any `E`, no homogeneous linear `ℓ` and homogeneous quadratic `q` in the
distances satisfy both `½(Δ₁+Δ₂)ℓ = V` and `½(Δ₁+Δ₂)q = V ℓ - E` off the coalescences. -/
theorem no_power_series_to_second_order {Z : ℝ} (hZ : Z ≠ 0) (E : ℝ) :
    ¬ ∃ α β γ a b c d e f : ℝ, ∀ x₁ x₂, Separated x₁ x₂ →
      halfLap (ofDistances (lin α β γ)) x₁ x₂ = ofDistances (potential Z) x₁ x₂ ∧
      halfLap (ofDistances (quad a b c d e f)) x₁ x₂ =
        ofDistances (potential Z) x₁ x₂ * ofDistances (lin α β γ) x₁ x₂ - E := by
  rintro ⟨α, β, γ, a, b, c, d, e, f, H⟩
  -- the first order fixes the source of the second
  obtain ⟨rfl, rfl, rfl⟩ := (first_order_iff Z α β γ).1 fun x₁ x₂ h => (H x₁ x₂ h).1
  exact hZ ((second_order_solvable_iff Z E).1
    ⟨a, b, c, d, e, f, fun x₁ x₂ h => (H x₁ x₂ h).2⟩)

end

end HeliumPowerSeries
```

```lean
#print axioms HeliumPowerSeries.no_power_series_to_second_order
```

```
'HeliumPowerSeries.no_power_series_to_second_order' depends on axioms: [propext, Classical.choice, Quot.sound]
```

## How the theorems read, and where they stop

`Pos` holds three real coordinates, `len` is the Euclidean length, and `lap` sums second coordinate derivatives. `ofDistances` turns a function of \(r_1,r_2,u\) into a function of the positions. `Separated` restricts the equations to points where all three distances are positive. Units are atomic.

`first_order_iff` says that the linear equation holds at all such points exactly when the coefficients are those of \(\ell\). `second_order_solvable_iff` says that, for each real \(E\), a suitable \(q\) exists exactly when \(Z=0\). `no_power_series_to_second_order` combines them: for \(Z\ne0\), no homogeneous linear and homogeneous quadratic polynomials satisfy both equations.

In the proof, `hasDerivAt_len` differentiates a distance throughout a neighbourhood, which `second_deriv` needs in order to differentiate again. `lap_twoCentre` sums the coordinates; its facts `A` and `B` are the unit-vector sums, and `D` is the law of cosines. `halfLap_lin` and `halfLap_quad` apply it to each electron with the other held fixed, using `len_sub_comm` for the symmetry of \(u\). In both equivalences, `key` evaluates the equation at explicit points, with lengths supplied by `len_eq`: collinear ones for \(\ell\), isosceles ones for \(q\). `linarith` then does the elimination.

The expansion starts from the constant 1, so states that vanish at the triple coalescence are not covered. The separation into orders is done in the text above; the theorems start from the resulting equations. They concern polynomials in the three distances only, and do not identify what must be added to \(q\), nor bound the energy error of a truncated trial function.
